# The retardation correction to the London dispersion energy as a single frequency integral

The theorem `cpEnergy_sub_london` compares the retarded (Casimir-Polder) dispersion energy of two isotropic ground-state atoms at distance R with its non-retarded London form, in atomic units. Here `pA ω` and `pB ω` are the dipole polarizabilities at the imaginary frequency iω, and a is the fine-structure constant. Retardation enters through the kernel `cpKernel x`, equal to e^(-2x) (x⁴ + 2x³ + 5x² + 6x + 3) at x = aωR; the London form has the kernel's value at x = 0, which is 3, in its place.

The theorem says that the retarded energy minus the London energy is 1/(πR⁶) times the integral over ω > 0 of `pA ω * pB ω * (3 - cpKernel (a * ω * R))`, and that this integrand is integrable. It assumes only that R is positive, that a is non-negative, and that `pA` and `pB` are real functions whose product is integrable on (0, ∞); no sign is assumed for them. The proof first shows that the retarded integrand is integrable: for x ≥ 0 the kernel lies between 0 and 3, so the integrand is at most 3 |pA pB| in absolute value. It then splits the integral of the difference into two.

In Lean, a first try:

```lean
import Mathlib

open MeasureTheory Filter Topology Set

namespace CasimirPolderRetardation

noncomputable section

/-- The Casimir-Polder kernel as a function of `x = a ω R`, with `a` the fine-structure constant. -/
def cpKernel (x : ℝ) : ℝ :=
  Real.exp (-2 * x) * (x ^ 4 + 2 * x ^ 3 + 5 * x ^ 2 + 6 * x + 3)

/-- Retarded dispersion energy (atomic units) of two atoms at distance `R`, with polarizabilities
`pA`, `pB` at imaginary frequency and fine-structure constant `a`. -/
def cpEnergy (pA pB : ℝ → ℝ) (a R : ℝ) : ℝ :=
  -(1 / (Real.pi * R ^ 6)) * ∫ ω in Ioi (0 : ℝ), pA ω * pB ω * cpKernel (a * ω * R)

/-- The non-retarded London dispersion energy, proportional to `1 / R ^ 6`. -/
def londonEnergy (pA pB : ℝ → ℝ) (R : ℝ) : ℝ :=
  -(3 / (Real.pi * R ^ 6)) * ∫ ω in Ioi (0 : ℝ), pA ω * pB ω

/-- A differentiable function whose derivative is non-positive for `x ≥ 0` does not exceed its value
at zero for any `x ≥ 0`. -/
lemma le_value_at_zero {f f' : ℝ → ℝ} (h : ∀ x, HasDerivAt f (f' x) x)
    (h' : ∀ x, 0 ≤ x → f' x ≤ 0) {x : ℝ} (hx : 0 ≤ x) : f x ≤ f 0 := by
  have hanti : AntitoneOn f (Ici 0) := by
    refine antitoneOn_of_deriv_nonpos (convex_Ici 0)
      (fun y _ => (h y).continuousAt.continuousWithinAt)
      (fun y _ => (h y).differentiableAt.differentiableWithinAt) (fun y hy => ?_)
    rw [(h y).deriv]
    exact h' y (interior_subset hy)
  exact hanti (mem_Ici.2 le_rfl) (mem_Ici.2 hx) hx

/-- The slope of the Casimir-Polder kernel. -/
theorem hasDerivAt_cpKernel (x : ℝ) :
    HasDerivAt cpKernel (-(2 * x * (Real.exp (-2 * x) * (x ^ 3 + 2 * x + 1)))) x := by
  have h1 : HasDerivAt (fun y : ℝ => Real.exp (-2 * y)) (Real.exp (-2 * x) * (-2 * 1)) x :=
    ((hasDerivAt_id' x).const_mul (-2)).exp
  have h2 : HasDerivAt (fun y : ℝ => y ^ 4 + 2 * y ^ 3 + 5 * y ^ 2 + 6 * y + 3)
      (4 * x ^ 3 + 6 * x ^ 2 + 10 * x + 6) x := by
    refine HasDerivAt.congr_deriv (((((hasDerivAt_pow 4 x).fun_add
      ((hasDerivAt_pow 3 x).const_mul 2)).fun_add ((hasDerivAt_pow 2 x).const_mul 5)).fun_add
      ((hasDerivAt_id' x).const_mul 6)).add_const 3) ?_
    norm_num
    ring
  exact (h1.fun_mul h2).congr_deriv (by ring)

/-- For `x ≥ 0` the kernel does not exceed its non-retarded value 3. -/
theorem cpKernel_le_three {x : ℝ} (hx : 0 ≤ x) : cpKernel x ≤ 3 := by
  have h := le_value_at_zero hasDerivAt_cpKernel
    (fun y hy => neg_nonpos.2 (by positivity)) hx
  simpa [cpKernel] using h

/-- The retarded energy minus the London energy is a single integral over `3 - cpKernel`. -/
theorem cpEnergy_sub_london {pA pB : ℝ → ℝ} {a R : ℝ} (ha : 0 ≤ a) (hR : 0 < R)
    (h0 : IntegrableOn (fun ω => pA ω * pB ω) (Ioi 0)) :
    IntegrableOn (fun ω => pA ω * pB ω * (3 - cpKernel (a * ω * R))) (Ioi 0) ∧
    cpEnergy pA pB a R - londonEnergy pA pB R = 1 / (Real.pi * R ^ 6) *
      ∫ ω in Ioi (0 : ℝ), pA ω * pB ω * (3 - cpKernel (a * ω * R)) := by
  have hc : Continuous fun ω => cpKernel (a * ω * R) := by unfold cpKernel; fun_prop
  have h3 : Integrable (fun ω => 3 * (pA ω * pB ω)) (volume.restrict (Ioi 0)) :=
    Integrable.const_mul h0 3
  have hg : Integrable (fun ω => pA ω * pB ω * cpKernel (a * ω * R))
      (volume.restrict (Ioi 0)) := by
    refine Integrable.mono' h3.norm (h0.aestronglyMeasurable.mul hc.aestronglyMeasurable)
      (ae_restrict_of_forall_mem measurableSet_Ioi fun ω hω => ?_)
    have hx : 0 ≤ a * ω * R := mul_nonneg (mul_nonneg ha (le_of_lt hω)) hR.le
    have hk : 0 ≤ cpKernel (a * ω * R) := by
      generalize a * ω * R = x at hx
      unfold cpKernel; positivity
    rw [norm_mul, norm_mul 3, Real.norm_of_nonneg hk, Real.norm_of_nonneg (by norm_num), mul_comm]
    exact mul_le_mul_of_nonneg_right (cpKernel_le_three hx) (norm_nonneg _)
  have he : (fun ω => pA ω * pB ω * (3 - cpKernel (a * ω * R))) =
      fun ω => 3 * (pA ω * pB ω) - pA ω * pB ω * cpKernel (a * ω * R) := by
    funext ω; ring
  rw [he]
  refine ⟨h3.sub hg, ?_⟩
  rw [integral_sub h3 hg, integral_const_mul, cpEnergy, londonEnergy]
  ring

end

end CasimirPolderRetardation
```

Compiling this gives:

```
Main.lean:71:75: error: unsolved goals
pA pB : ℝ → ℝ
a R : ℝ
ha : 0 ≤ a
hR : 0 < R
h0 : IntegrableOn (fun ω => pA ω * pB ω) (Ioi 0) volume
hc : Continuous fun ω => cpKernel (a * ω * R)
h3 : Integrable (fun ω => 3 * (pA ω * pB ω)) (volume.restrict (Ioi 0))
ω : ℝ
hω : ω ∈ Ioi 0
hx : 0 ≤ a * ω * R
hk : 0 ≤ cpKernel (a * ω * R)
⊢ 0 ≤ pA ω * pB ω
Main.lean:72:37: error: Application type mismatch: The argument
  cpKernel_le_three hx
has type
  cpKernel (a * ω * R) ≤ 3
but is expected to have type
  cpKernel (a * ω * R) ≤ ‖3‖
in the application
  mul_le_mul_of_nonneg_right (cpKernel_le_three hx)
```

This version goes through:

```diff
@@ -69,5 +69,6 @@
       generalize a * ω * R = x at hx
       unfold cpKernel; positivity
-    rw [norm_mul, norm_mul 3, Real.norm_of_nonneg hk, Real.norm_of_nonneg (by norm_num), mul_comm]
+    rw [norm_mul, norm_mul 3, Real.norm_of_nonneg hk,
+      Real.norm_of_nonneg (by norm_num : (0 : ℝ) ≤ 3), mul_comm]
     exact mul_le_mul_of_nonneg_right (cpKernel_le_three hx) (norm_nonneg _)
   have he : (fun ω => pA ω * pB ω * (3 - cpKernel (a * ω * R))) =
```

Both errors come from one rewrite. `Real.norm_of_nonneg (by norm_num)` was meant to turn `‖3‖` into `3`, but nothing in it names the number 3. Lean was free to match any norm in the goal, and it took `‖pA ω * pB ω‖`, which comes first.

The first message is the result: `norm_num` was left to prove `0 ≤ pA ω * pB ω`, which does not follow from the hypotheses, as the polarizabilities may have any sign. The second message follows from the same choice. `‖3‖` was never rewritten, so the last step needed `cpKernel (a * ω * R) ≤ ‖3‖`, while `cpKernel_le_three hx` gives the bound with a plain `3`.

The repair states the type of the inequality, `(by norm_num : (0 : ℝ) ≤ 3)`. This fixes the rewrite to `‖3‖`, gives `norm_num` a goal it can prove, and leaves `‖pA ω * pB ω‖` in place as the non-negative factor that the last step needs. The new line break is only layout.
